# Second-order dispersive shift in the Jaynes–Cummings model off resonance

## One quantum, two states

Let a two-level atom with level splitting $\Omega$ exchange quanta with a cavity mode of frequency $\omega$, with coupling strength $g$ and $\hbar=1$. With one quantum in total there are two states: $|{\uparrow},0\rangle$, where the atom is excited, and $|{\downarrow},1\rangle$, where the atom is in its ground level and the cavity holds a photon. In this order the Hamiltonian is

$$
H=\begin{pmatrix}\Omega&0\\0&\omega\end{pmatrix}+g\begin{pmatrix}0&1\\1&0\end{pmatrix}.
$$

Put $\Delta=\Omega-\omega\neq0$ and $S=\frac g\Delta\begin{pmatrix}0&1\\-1&0\end{pmatrix}$. Multiplying the matrices gives

$$
[S,H_0]=-g\begin{pmatrix}0&1\\1&0\end{pmatrix},\qquad
\tfrac12\left[S,g\begin{pmatrix}0&1\\1&0\end{pmatrix}\right]=\frac{g^2}{\Delta}\begin{pmatrix}1&0\\0&-1\end{pmatrix},
$$

where $H_0$ is the diagonal part. The first commutator removes the coupling at first order. The second leaves a diagonal shift: the two levels repel, each moving by $g^2/|\Delta|$ to second order in $g$.

## Any number of photons

Let $a$ and $b$ annihilate and create a photon, and let $s_+$ and $s_-$ raise and lower the atom. The letter $b$ stands for the textbook $a^\dagger$, not for a second mode. The relations are

$$
ab-ba=1,\qquad s_+^2=s_-^2=0,\qquad s_+s_-+s_-s_+=1,
$$

and $a,b$ commute with $s_+,s_-$. Write $N=ba$ for the photon number, and $P=s_+s_-$ and $Q=s_-s_+=1-P$ for the projectors on the excited and ground levels. Define

$$
H_0=\omega N+\Omega P,\quad V=s_+a+s_-b,\quad S=\frac g\Delta(s_+a-s_-b),\quad D=(2P-1)N+P .
$$

The result, for $\Omega\neq\omega$, is

$$
[S,H_0]=-gV,\qquad \tfrac12[S,gV]=\frac{g^2}{\Delta}D .
$$

The condition says that swapping a photon for an atomic excitation changes the uncoupled energy. The identities themselves need no small $g$.

## The commutators

First, $s_+s_-s_+=(1-s_-s_+)s_+=s_+$, and likewise $s_-s_+s_-=s_-$. Hence

$$
[a,N]=(ab-ba)a=a,\qquad [b,N]=b(ba-ab)=-b,
$$
$$
[s_+,P]=s_+^2s_--s_+s_-s_+=-s_+,\qquad [s_-,P]=s_-s_+s_--s_+s_-^2=s_- .
$$

Since the mode and the atom commute,

$$
[s_+a,H_0]=(\omega-\Omega)s_+a=-\Delta\,s_+a,\qquad [s_-b,H_0]=\Delta\,s_-b,
$$

so $[S,H_0]=\frac g\Delta(-\Delta s_+a-\Delta s_-b)=-gV$. For the second identity,

$$
[s_+a,s_-b]=P\,ab-Q\,ba=P(N+1)-(1-P)N=D,
$$

and $[s_+a-s_-b,\;s_+a+s_-b]=2[s_+a,s_-b]=2D$. Multiplying by $g^2/(2\Delta)$ finishes the derivation.

## The transformed Hamiltonian and the pulled frequency

Let $H=H_0+gV$. The two identities give $[S,H]=-gV+\frac{2g^2}\Delta D$, and therefore

$$
H+[S,H]+\tfrac12[S,[S,H]]=H_0+\frac{g^2}{\Delta}D+\frac{g^2}{\Delta}[S,D].
$$

For the last term, $s_+P=0$ and $Ps_+=s_+$ give

$$
[s_+a,D]=-s_+aN-s_+(N+1)a=-2s_+aN,
$$

because $(N+1)a=aN$. Similarly, $s_-P=s_-$, $Ps_-=0$ and $b(N+1)=Nb$ give $[s_-b,D]=2Ns_-b$. The remainder is thus

$$
-\frac{2g^3}{\Delta^2}\,(s_+aN+Ns_-b).
$$

To read off the shift, use $DP=(N+1)P$ and $DQ=-NQ$. For any real $\chi$,

$$
(H_0+\chi D)P=\big((\omega+\chi)N+\Omega+\chi\big)P,\qquad (H_0+\chi D)Q=(\omega-\chi)NQ .
$$

With $\chi=g^2/\Delta$, the cavity frequency depends on the atomic level, with a difference of $2\chi$. This is the effect behind dispersive qubit readout, here for one mode, two levels and a coupling without counter-rotating terms.

## How Lean states it

The operators are elements of a ring `A`, which is also an algebra over ℝ wherever energies enter. Operators on a complex Hilbert space form such an algebra when they share an invariant domain, for instance the finite combinations of number states. `JaynesCummings a b sp sm` collects the relations, with `sp` for $s_+$ and `sm` for $s_-$. No adjoint is assumed, so the theorems don't say that $H_0$ is Hermitian or that $S$ generates a unitary.

`H0`, `V` and `S` are the elements defined above, and `dispersive` is $D$. The coupling strength is kept out of `V`. The atomic energy is $\Omega P$, with the ground level at zero, instead of $\Omega\sigma_z/2$. With $\sigma_z=2P-1$, the shift operator takes the more familiar form $D=\sigma_z(N+\frac12)+\frac12$. The bracket `⁅x, y⁆` is $xy-yx$, and `•` multiplies by a real number.

`dispersive_shift` states the two identities, `transformed_hamiltonian` the sum through the double commutator, and `frequency_pull` the action on each atomic level. Two steps are left to physics: replacing $e^SHe^{-S}$ by that truncated sum, and dropping the exchange term in it to reach $H_0+\chi D$. Both are reasonable when $|g|\sqrt{n+1}\ll|\Delta|$ for the photon numbers $n$ in play. The triple commutator also contributes at order $g^3$, so the exchange term above is not the full third-order term.

The relation $ab-ba=1$ has no solution in matrices of finite nonzero size, as the trace shows. A simulation with a photon cutoff therefore violates it at the highest retained number state.

```lean
import Mathlib

open Polynomial

namespace DispersiveShift

variable {A : Type*} [Ring A]

/-- The Jaynes-Cummings relations: a bosonic mode with annihilator `a` and creator `b`, and a
two-level system with raising and lowering operators `sp` and `sm` that commute with the mode. -/
structure JaynesCummings (a b sp sm : A) : Prop where
  ccr : a * b - b * a = 1
  sp_sq : sp * sp = 0
  sm_sq : sm * sm = 0
  anti : sp * sm + sm * sp = 1
  a_sp : a * sp = sp * a
  a_sm : a * sm = sm * a
  b_sp : b * sp = sp * b
  b_sm : b * sm = sm * b

/-- The dispersive operator `(2 s₊s₋ - 1) ba + s₊s₋`. -/
def dispersive (a b sp sm : A) : A := (2 * (sp * sm) - 1) * (b * a) + sp * sm

variable {a b sp sm : A}

/-- Under the Jaynes-Cummings relations, raising, lowering and raising again is the same as
raising once, and likewise with the two operators exchanged. -/
theorem flip_thrice (h : JaynesCummings a b sp sm) :
    sp * sm * sp = sp ∧ sm * sp * sm = sm := by
  constructor
  · linear_combination (norm := noncomm_ring) h.anti * sp - sm * h.sp_sq
  · linear_combination (norm := noncomm_ring) h.anti * sm - sp * h.sm_sq

/-- Under the Jaynes-Cummings relations, the commutators of the absorption term `s₊a` with the
photon number `ba` and with the excited-state projector `s₊s₋` are `s₊a` and `-s₊a`. -/
theorem absorption_lie (h : JaynesCummings a b sp sm) :
    ⁅sp * a, b * a⁆ = sp * a ∧ ⁅sp * a, sp * sm⁆ = -(sp * a) := by
  simp only [Ring.lie_def]
  constructor
  · linear_combination (norm := noncomm_ring)
      sp * h.ccr * a - b * h.a_sp * a - h.b_sp * a * a
  · linear_combination (norm := noncomm_ring)
      sp * h.a_sp * sm + h.sp_sq * a * sm - (flip_thrice h).1 * a

/-- Under the Jaynes-Cummings relations, the commutators of the emission term `s₋b` with the
photon number `ba` and with the excited-state projector `s₊s₋` are `-s₋b` and `s₋b`. -/
theorem emission_lie (h : JaynesCummings a b sp sm) :
    ⁅sm * b, b * a⁆ = -(sm * b) ∧ ⁅sm * b, sp * sm⁆ = sm * b := by
  simp only [Ring.lie_def]
  constructor
  · linear_combination (norm := noncomm_ring)
      (-1 : A) * (sm * b * h.ccr) - b * h.a_sm * b - h.b_sm * a * b
  · linear_combination (norm := noncomm_ring)
      sm * h.b_sp * sm + sm * sp * h.b_sm + (flip_thrice h).2 * b - sp * h.sm_sq * b

/-- Under the Jaynes-Cummings relations, the commutator of absorption with emission is the
dispersive operator. -/
theorem exchange_lie (h : JaynesCummings a b sp sm) :
    ⁅sp * a, sm * b⁆ = dispersive a b sp sm := by
  simp only [Ring.lie_def, dispersive]
  linear_combination (norm := noncomm_ring)
    sp * h.a_sm * b - sm * h.b_sp * a + sp * sm * h.ccr - h.anti * b * a

/-- Under the Jaynes-Cummings relations, commuting the absorption or emission term with the
dispersive operator gives `-2 (s₊a)(ba)` or `2 (ba)(s₋b)`, respectively. -/
theorem lie_dispersive (h : JaynesCummings a b sp sm) :
    ⁅sp * a, dispersive a b sp sm⁆ = -(2 * (sp * a * (b * a))) ∧
    ⁅sm * b, dispersive a b sp sm⁆ = 2 * (b * a * (sm * b)) := by
  obtain ⟨e1, e2⟩ := absorption_lie h
  obtain ⟨f1, f2⟩ := emission_lie h
  simp only [Ring.lie_def] at e1 e2 f1 f2
  simp only [Ring.lie_def, dispersive]
  constructor
  · linear_combination (norm := noncomm_ring)
      2 * (e2 * (b * a) + sp * sm * e1 + (flip_thrice h).1 * a) - e1 + e2
  · linear_combination (norm := noncomm_ring)
      2 * (f2 * (b * a) + sp * sm * f1 - sp * h.sm_sq * b) + f1 + f2

variable [Algebra ℝ A]

/-- The uncoupled Hamiltonian `ω ba + Ω s₊s₋`. -/
def H0 (ω Ω : ℝ) (a b sp sm : A) : A := ω • (b * a) + Ω • (sp * sm)

/-- The exchange coupling `s₊a + s₋b`. -/
def V (a b sp sm : A) : A := sp * a + sm * b

/-- The generator `(g/(Ω - ω)) (s₊a - s₋b)` of the dispersive transformation, for `Ω ≠ ω`. -/
noncomputable def S (g ω Ω : ℝ) (a b sp sm : A) : A :=
  (g / (Ω - ω)) • (sp * a - sm * b)

/-- Dispersive shift: under the Jaynes-Cummings relations and off resonance, the generator `S`
cancels the coupling `gV` at first order, and half its commutator with `gV` is `g²/(Ω - ω)` times
the dispersive operator. -/
theorem dispersive_shift (h : JaynesCummings a b sp sm) (g : ℝ) {ω Ω : ℝ} (hΔ : Ω ≠ ω) :
    ⁅S g ω Ω a b sp sm, H0 ω Ω a b sp sm⁆ = -(g • V a b sp sm) ∧
    (1 / 2 : ℝ) • ⁅S g ω Ω a b sp sm, g • V a b sp sm⁆ =
      (g ^ 2 / (Ω - ω)) • dispersive a b sp sm := by
  obtain ⟨e1, e2⟩ := absorption_lie h
  obtain ⟨f1, f2⟩ := emission_lie h
  have x1 := exchange_lie h
  simp only [Ring.lie_def] at e1 e2 f1 f2 x1
  constructor
  · -- each exchange term is an eigenvector of the commutator with `H0`
    have hc : g / (Ω - ω) * (Ω - ω) = g := div_mul_cancel₀ _ (sub_ne_zero.2 hΔ)
    simp only [Ring.lie_def, S, H0, V, smul_mul_assoc, mul_smul_comm, mul_add, add_mul,
      mul_sub, sub_mul]
    linear_combination (norm := module)
      (g / (Ω - ω)) • (ω • e1 + Ω • e2 - ω • f1 - Ω • f2) + (-hc) • (sp * a + sm * b)
  · -- only the cross commutators of absorption and emission survive
    simp only [Ring.lie_def, S, V, smul_mul_assoc, mul_smul_comm, mul_add, add_mul,
      mul_sub, sub_mul]
    linear_combination (norm := module) (g / (Ω - ω) * g) • x1

/-- Under the Jaynes-Cummings relations and off resonance, the transformed Hamiltonian through the
double commutator is `H0`, plus the dispersive shift, minus a photon-number-dependent exchange
term with coefficient `2g³/(Ω - ω)²`. -/
theorem transformed_hamiltonian (h : JaynesCummings a b sp sm) (g : ℝ) {ω Ω : ℝ}
    (hΔ : Ω ≠ ω) :
    H0 ω Ω a b sp sm + g • V a b sp sm
      + ⁅S g ω Ω a b sp sm, H0 ω Ω a b sp sm + g • V a b sp sm⁆
      + (1 / 2 : ℝ) • ⁅S g ω Ω a b sp sm,
          ⁅S g ω Ω a b sp sm, H0 ω Ω a b sp sm + g • V a b sp sm⁆⁆ =
    H0 ω Ω a b sp sm + (g ^ 2 / (Ω - ω)) • dispersive a b sp sm
      - (2 * g ^ 3 / (Ω - ω) ^ 2) • (sp * a * (b * a) + b * a * (sm * b)) := by
  obtain ⟨h1, h2⟩ := dispersive_shift h g hΔ
  have h3 : ⁅S g ω Ω a b sp sm, g • V a b sp sm⁆ =
      (2 * (g ^ 2 / (Ω - ω))) • dispersive a b sp sm := by
    rw [mul_smul, ← h2, smul_smul]
    norm_num
  have h4 : ⁅S g ω Ω a b sp sm, dispersive a b sp sm⁆ =
      (-(2 * (g / (Ω - ω)))) • (sp * a * (b * a) + b * a * (sm * b)) := by
    obtain ⟨d1, d2⟩ := lie_dispersive h
    simp only [Ring.lie_def, two_mul] at d1 d2
    simp only [Ring.lie_def, S, smul_mul_assoc, mul_smul_comm, mul_sub, sub_mul]
    linear_combination (norm := module) (g / (Ω - ω)) • (d1 - d2)
  have hk : 2 * g ^ 3 / (Ω - ω) ^ 2 = 2 * (g ^ 2 / (Ω - ω)) * (g / (Ω - ω)) := by
    generalize Ω - ω = δ
    ring
  have h5 : ⁅S g ω Ω a b sp sm, H0 ω Ω a b sp sm + g • V a b sp sm⁆ =
      -(g • V a b sp sm) + (2 * (g ^ 2 / (Ω - ω))) • dispersive a b sp sm := by
    rw [← h1, ← h3]
    simp only [Ring.lie_def, mul_add, add_mul]
    abel
  have h6 : ⁅S g ω Ω a b sp sm,
      -(g • V a b sp sm) + (2 * (g ^ 2 / (Ω - ω))) • dispersive a b sp sm⁆ =
      -⁅S g ω Ω a b sp sm, g • V a b sp sm⁆
        + (2 * (g ^ 2 / (Ω - ω))) • ⁅S g ω Ω a b sp sm, dispersive a b sp sm⁆ := by
    simp only [Ring.lie_def, mul_add, add_mul, mul_neg, neg_mul, mul_smul_comm,
      smul_mul_assoc]
    module
  -- the coupling cancels, and half of its commutator with `S` remains
  rw [h5, h6, h3, h4, hk]
  module

/-- Under the Jaynes-Cummings relations, `H0` plus `χ` times the dispersive operator acts on the
excited sector with mode frequency `ω + χ` and level energy `Ω + χ`, and on the ground sector
with mode frequency `ω - χ`. -/
theorem frequency_pull (h : JaynesCummings a b sp sm) (ω Ω χ : ℝ) :
    (H0 ω Ω a b sp sm + χ • dispersive a b sp sm) * (sp * sm) =
      ((ω + χ) • (b * a) + (Ω + χ) • (1 : A)) * (sp * sm) ∧
    (H0 ω Ω a b sp sm + χ • dispersive a b sp sm) * (sm * sp) =
      ((ω - χ) • (b * a)) * (sm * sp) := by
  -- the projectors are orthogonal and commute with the photon number
  have hPP : sp * sm * (sp * sm) = sp * sm := by
    rw [← mul_assoc, (flip_thrice h).1]
  have hPQ : sp * sm * (sm * sp) = 0 := by
    linear_combination (norm := noncomm_ring) sp * h.sm_sq * sp
  have hPN : sp * sm * (b * a) = b * a * (sp * sm) := by
    linear_combination (norm := noncomm_ring)
      (-1 : A) * (b * h.a_sp * sm) - b * sp * h.a_sm - h.b_sp * sm * a - sp * h.b_sm * a
  have hDP : dispersive a b sp sm * (sp * sm) = b * a * (sp * sm) + sp * sm := by
    unfold dispersive
    linear_combination (norm := noncomm_ring)
      2 * (hPN * (sp * sm) + b * a * hPP) + hPP
  have hDQ : dispersive a b sp sm * (sm * sp) = -(b * a * (sm * sp)) := by
    unfold dispersive
    linear_combination (norm := noncomm_ring)
      2 * (hPN * (sm * sp) + b * a * hPQ) + hPQ
  constructor
  · simp only [H0, add_mul, smul_mul_assoc, one_mul, hPP, hDP]
    module
  · simp only [H0, add_mul, smul_mul_assoc, hPQ, hDQ]
    module

/-- The Jaynes-Cummings relations hold for two-by-two matrices of operators on real polynomials,
with the derivative as annihilator and multiplication by `X` as creator. -/
theorem jaynesCummings_witness :
    JaynesCummings (A := Matrix (Fin 2) (Fin 2) (Module.End ℝ ℝ[X]))
      !![Polynomial.derivative, 0; 0, Polynomial.derivative]
      !![LinearMap.mulLeft ℝ X, 0; 0, LinearMap.mulLeft ℝ X]
      !![0, 1; 0, 0] !![0, 0; 1, 0] := by
  -- the matrix relations need only the commutator of the two entries
  have key : ∀ d m : Module.End ℝ ℝ[X], d * m - m * d = 1 →
      JaynesCummings (A := Matrix (Fin 2) (Fin 2) (Module.End ℝ ℝ[X]))
        !![d, 0; 0, d] !![m, 0; 0, m] !![0, 1; 0, 0] !![0, 0; 1, 0] := by
    intro d m hdm
    constructor <;> refine Matrix.ext fun i j => ?_ <;> fin_cases i <;> fin_cases j <;>
      simp [Matrix.mul_apply, Fin.sum_univ_succ, hdm]
  apply key
  refine LinearMap.ext fun p => ?_
  simp [Module.End.mul_apply, Polynomial.derivative_mul]

end DispersiveShift
```

```lean
#print axioms DispersiveShift.dispersive_shift
-- 'DispersiveShift.dispersive_shift' depends on axioms: [propext, Classical.choice, Quot.sound]
#print axioms DispersiveShift.transformed_hamiltonian
-- 'DispersiveShift.transformed_hamiltonian' depends on axioms: [propext, Classical.choice, Quot.sound]
#print axioms DispersiveShift.frequency_pull
-- 'DispersiveShift.frequency_pull' depends on axioms: [propext, Classical.choice, Quot.sound]
```

## From the relations to the shift

`flip_thrice` proves the two triple products. `absorption_lie` and `emission_lie` give the commutators of $s_+a$ and $s_-b$ with $N$ and $P$, and `exchange_lie` gives $[s_+a,s_-b]=D$.

In `dispersive_shift` the brackets are expanded and the earlier commutators are added with their real coefficients. The first half also needs `hc`, which is $\frac g\Delta\Delta=g$; this is where $\Omega\neq\omega$ enters. The second half uses only `exchange_lie`.

`lie_dispersive` computes the commutators with $D$. In `transformed_hamiltonian`, `h3` and `h4` hold $[S,gV]$ and $[S,D]$, while `h5` and `h6` expand the single and double commutators. After these are substituted, `module` collects the coefficients.

`frequency_pull` first establishes $P^2=P$, $PQ=0$ and $PN=NP$, then $DP$ and $DQ$, and inserts them into $H_0+\chi D$.

`jaynesCummings_witness` shows that the relations have a nontrivial realisation. On real polynomials the derivative serves as $a$ and multiplication by $X$ as $b$, since $(Xp)'-Xp'=p$. Two-by-two matrices add the atom, with the excited level first. The auxiliary statement `key` reduces the matrix relations to this one commutator.

## Linear combinations that respect order

Most of the algebra is done by `linear_combination (norm := noncomm_ring)`. The user names a combination of known equations, and the tactic checks that the goal differs from it only by an identity valid in every ring. As the factors don't commute, each equation must be multiplied on the correct side.

For $[s_+a,N]=s_+a$ the combination is

`sp * h.ccr * a - b * h.a_sp * a - h.b_sp * a * a`

The first term is the relation $ab-ba=1$ with $s_+$ on its left and $a$ on its right, that is, $s_+aba-s_+baa=s_+a$. The other two move $s_+$ to the left through $a$ and then $b$, turning $bas_+a$ into $s_+baa$. Together they are the calculation $s_+[a,N]=s_+a$.

When real coefficients appear, `(norm := module)` does the final check instead. It treats the operator products as vectors and compares their coefficients.

## The counter-rotating coupling

The same argument, done here by hand and not in Lean, handles $W=s_+b+s_-a$ in place of $V$. Now $[s_+b,H_0]=-(\Omega+\omega)s_+b$ and $[s_-a,H_0]=(\Omega+\omega)s_-a$. For $\Omega+\omega\neq0$, the generator $S'=\frac{g}{\Omega+\omega}(s_+b-s_-a)$ satisfies $[S',H_0]=-gW$, and

$$
\tfrac12[S',gW]=\frac{g^2}{\Omega+\omega}\big((2P-1)N+P-1\big).
$$

This is the second-order Bloch–Siegert shift. For positive frequencies and $g\neq0$ it lowers the energy of the ground level even with no photon present, whereas $D$ vanishes on that state.
